# Two traceless Lindblad jumps merge additively exactly when one is $ic$ times the other, with $c$ real

## Does it matter whether two decay channels are entered as one jump or two?

For a jump matrix $L$, I write the Lindblad dissipator acting on a matrix $r$ as
$$D[L]r = L r L^\dagger - \tfrac12\,(L^\dagger L\, r + r\, L^\dagger L),$$
with the rate absorbed into $L$. My three-level system has two excited levels that decay to the same ground state, with jumps $A$ and $B$. I first entered them as two separate jumps, then as the single jump $A+B$, and the second version produced coherence between the excited levels. $D$ is quadratic in $L$, so I expect cross terms, but could they cancel for some pairs? When is $D[A+B]=D[A]+D[B]$?

## For traceless jumps, the cross terms vanish only for a relative factor $ic$

Let $A$ and $B$ be complex $N\times N$ matrices with $\operatorname{tr}A=\operatorname{tr}B=0$ and $A\neq0$. A bar denotes complex conjugation, $\delta_{ik}$ is the Kronecker delta, and $E_{kj}$ is the matrix with a single 1 in row $k$, column $j$. Then
$$D[A+B]=D[A]+D[B]\ \text{ on all matrices}\iff B=icA\ \text{ for some real } c.$$
Your two decays are not related in this way, so the two versions are different models.

**Expanding the merged jump.** Put $K=A^\dagger B+B^\dagger A$. Multiplying out gives
$$D[A+B]r=D[A]r+D[B]r+\Big(A r B^\dagger+B r A^\dagger-\tfrac12(Kr+rK)\Big).$$
Additivity therefore means that the bracket, the interference term, vanishes for every $r$.

**Why $K=0$.** Suppose the bracket vanishes for every $r$. Since $(X E_{kl} Y)_{ij}=X_{ik}Y_{lj}$ for any matrices $X$ and $Y$, setting $r=E_{kj}$ and reading entry $(i,j)$ gives
$$A_{ik}\overline{B_{jj}}+B_{ik}\overline{A_{jj}}=\tfrac12\,(K_{ik}+\delta_{ik}K_{jj}).$$
Sum over $j$. The left side vanishes because both traces are zero, which leaves
$$N K_{ik}+\delta_{ik}\operatorname{tr}K=0.$$
Setting $i=k$ and summing over $i$ gives $2N\operatorname{tr}K=0$. Hence $\operatorname{tr}K=0$, and then every $K_{ik}=0$.

**Why $B$ is proportional to $A$.** What remains is $A r B^\dagger+B r A^\dagger=0$ for every $r$. Choose an entry $A_{pq}\neq0$ and define $z$ by $B_{pq}=zA_{pq}$. With $r=E_{kq}$, entry $(i,p)$ reads
$$A_{ik}\,\bar z\,\overline{A_{pq}}+B_{ik}\overline{A_{pq}}=0,\qquad\text{so}\qquad B_{ik}=-\bar z A_{ik}.$$
For $i=p$, $k=q$ this says $z=-\bar z$. So $z=ic$ with $c=\operatorname{Im}z$, and $B=icA$.

**The converse.** If $B=icA$, then $B^\dagger=-icA^\dagger$. The two terms $ArB^\dagger$ and $BrA^\dagger$ cancel, and so do the two terms of $K$. The amplitudes are then in quadrature: $|1+ic|^2=1+c^2$, so the rates add. For $B=A$, by contrast, the merged jump gives $4D[A]$ and the separate jumps give $2D[A]$.

**Your three-level system.** Take $A=|0\rangle\langle1|$, $B=|0\rangle\langle2|$ and $r=|1\rangle\langle1|$. For $L=A+B$ we have $L^\dagger L=(|1\rangle+|2\rangle)(\langle1|+\langle2|)$. The entry $(1,2)$ of $rL^\dagger L$ is 1, while $LrL^\dagger$ and $L^\dagger L r$ contribute nothing there. The merged dissipator thus has entry $-\tfrac12$: coherence starts to build up at that rate, in units of the single-channel decay rate. With separate jumps the entry is 0.

**What fails without the hypotheses.** Let $A=\sigma_z$ and $B=1$, so that $B$ has nonzero trace. Then $K=2\sigma_z$, and the interference term is $\sigma_z r+r\sigma_z-\tfrac12(2\sigma_z r+2r\sigma_z)=0$. The jumps merge additively, yet $1$ is not a multiple of $\sigma_z$. The condition $A\neq0$ also matters: for $A=0$ and $B=\sigma_z$ additivity is trivial, but $B\neq icA$.

**The statement in Lean.** Here is the complete file.

```lean
import Mathlib

open Matrix

namespace LindbladMerging

noncomputable section

variable {n : Type*} [Fintype n]

/-- The Lindblad dissipator `D[L] r = L r L† - (L†L r + r L†L)/2` of a jump matrix `L`. -/
def dissipator (L r : Matrix n n ℂ) : Matrix n n ℂ :=
  L * r * Lᴴ - (1 / 2 : ℂ) • (Lᴴ * L * r + r * (Lᴴ * L))

/-- The cross terms between two jump matrices `A` and `B` that act as one merged jump. -/
def interference (A B r : Matrix n n ℂ) : Matrix n n ℂ :=
  A * r * Bᴴ + B * r * Aᴴ
    - (1 / 2 : ℂ) • ((Aᴴ * B + Bᴴ * A) * r + r * (Aᴴ * B + Bᴴ * A))

/-- The dissipator of a merged jump is the sum of the separate dissipators plus the
interference term. -/
theorem dissipator_add (A B r : Matrix n n ℂ) :
    dissipator (A + B) r = dissipator A r + dissipator B r + interference A B r := by
  simp only [dissipator, interference, conjTranspose_add, Matrix.add_mul, Matrix.mul_add]
  module

/-- The merged jumps `A + B` and `A - B` together produce twice the sum of the separate
dissipators of `A` and `B`. -/
theorem dissipator_parallelogram (A B r : Matrix n n ℂ) :
    dissipator (A + B) r + dissipator (A - B) r
      = (2 : ℂ) • (dissipator A r + dissipator B r) := by
  simp only [dissipator, conjTranspose_add, conjTranspose_sub, Matrix.add_mul,
    Matrix.mul_add, Matrix.sub_mul, Matrix.mul_sub]
  module

variable [DecidableEq n]

/-- A matrix unit placed between two matrices picks out one entry of each. -/
theorem mul_single_mul_apply (M N : Matrix n n ℂ) (i k l j : n) :
    (M * Matrix.single k l (1 : ℂ) * N) i j = M i k * N l j := by
  simp [Matrix.mul_apply, Matrix.single_apply, ite_and]

/-- If `A` and `B` are traceless and their cross term `A r B† + B r A†` equals
`(K r + r K)/2` for every `r`, then `K` vanishes. -/
theorem anticommutator_part_eq_zero {A B K : Matrix n n ℂ}
    (hA : A.trace = 0) (hB : B.trace = 0)
    (h : ∀ r, A * r * Bᴴ + B * r * Aᴴ = (1 / 2 : ℂ) • (K * r + r * K)) : K = 0 := by
  have hA' : ∑ j, star (A j j) = 0 := by
    have h0 : ∑ j, A j j = 0 := hA
    rw [← star_sum, h0, star_zero]
  have hB' : ∑ j, star (B j j) = 0 := by
    have h0 : ∑ j, B j j = 0 := hB
    rw [← star_sum, h0, star_zero]
  -- insert matrix units and read off entries
  have he : ∀ i k j, A i k * star (B j j) + B i k * star (A j j)
      = (1 / 2 : ℂ) * (K i k + (1 : Matrix n n ℂ) i k * K j j) := by
    intro i k j
    have e1 : (K * Matrix.single k j (1 : ℂ)) i j = K i k := by
      have h1 := mul_single_mul_apply K 1 i k j j
      rwa [Matrix.mul_one, Matrix.one_apply_eq, mul_one] at h1
    have e2 : (Matrix.single k j (1 : ℂ) * K) i j = (1 : Matrix n n ℂ) i k * K j j := by
      have h1 := mul_single_mul_apply 1 K i k j j
      rwa [Matrix.one_mul] at h1
    have h0 := congrFun (congrFun (h (Matrix.single k j 1)) i) j
    simpa only [Matrix.add_apply, Matrix.smul_apply, smul_eq_mul, mul_single_mul_apply,
      e1, e2, conjTranspose_apply] using h0
  -- the partial trace removes the left-hand side
  have hs : ∀ i k, (Fintype.card n : ℂ) * K i k
      + (1 : Matrix n n ℂ) i k * ∑ j, K j j = 0 := by
    intro i k
    have h1 := Finset.sum_congr (rfl : (Finset.univ : Finset n) = Finset.univ)
      (fun j _ => he i k j)
    simp only [Finset.sum_add_distrib, ← Finset.mul_sum, hA', hB', Finset.sum_const,
      Finset.card_univ, nsmul_eq_mul, mul_zero, add_zero] at h1
    linear_combination (-2 : ℂ) * h1
  ext i k
  have hn : (Fintype.card n : ℂ) ≠ 0 :=
    Nat.cast_ne_zero.mpr (Fintype.card_pos_iff.mpr ⟨i⟩).ne'
  -- a second trace shows that `K` is traceless, hence zero
  have hT : ∑ j, K j j = 0 := by
    have h2 := Finset.sum_eq_zero (s := Finset.univ) (fun (i : n) _ => hs i i)
    simp only [Matrix.one_apply_eq, one_mul, Finset.sum_add_distrib, ← Finset.mul_sum,
      Finset.sum_const, Finset.card_univ, nsmul_eq_mul] at h2
    have h3 : (Fintype.card n : ℂ) * ∑ j, K j j = 0 := by linear_combination h2 / 2
    exact (mul_eq_zero.mp h3).resolve_left hn
  have h4 := hs i k
  rw [hT, mul_zero, add_zero] at h4
  exact (mul_eq_zero.mp h4).resolve_left hn

/-- For traceless jump matrices `A ≠ 0` and `B`, the dissipator of the merged jump `A + B`
is the sum of the separate dissipators if and only if `B = i c A` for some real `c`. -/
theorem dissipator_additive_iff {A B : Matrix n n ℂ} (hA0 : A ≠ 0)
    (hA : A.trace = 0) (hB : B.trace = 0) :
    (∀ r, dissipator (A + B) r = dissipator A r + dissipator B r)
      ↔ ∃ c : ℝ, B = (Complex.I * (c : ℂ)) • A := by
  constructor
  · intro h
    have hint : ∀ r, interference A B r = 0 := fun r =>
      add_left_cancel (a := dissipator A r + dissipator B r)
        (by rw [add_zero, ← dissipator_add, h r])
    have hK : Aᴴ * B + Bᴴ * A = 0 :=
      anticommutator_part_eq_zero hA hB (fun r => sub_eq_zero.mp (hint r))
    have hx : ∀ r, A * r * Bᴴ + B * r * Aᴴ = 0 := by
      intro r
      simpa only [interference, hK, Matrix.zero_mul, Matrix.mul_zero, add_zero,
        smul_zero, sub_zero] using hint r
    obtain ⟨p, q, ha⟩ : ∃ p q, A p q ≠ 0 := by
      by_contra hc
      push Not at hc
      exact hA0 (Matrix.ext hc)
    obtain ⟨z, hz⟩ : ∃ z, B p q = z * A p q :=
      ⟨B p q / A p q, (div_mul_cancel₀ _ ha).symm⟩
    -- comparison with a nonzero entry of `A` makes `B` proportional to `A`
    have he : ∀ i k, B i k = -star z * A i k := by
      intro i k
      have h1 := congrFun (congrFun (hx (Matrix.single k q 1)) i) p
      simp only [Matrix.add_apply, mul_single_mul_apply, conjTranspose_apply,
        Matrix.zero_apply] at h1
      rw [hz, star_mul'] at h1
      apply mul_right_cancel₀ (star_ne_zero.mpr ha)
      linear_combination h1
    have hzz : z = -star z := mul_right_cancel₀ ha (hz.symm.trans (he p q))
    have hre : z.re = 0 := by
      have h1 := congrArg Complex.re hzz
      simp only [Complex.neg_re, Complex.star_def, Complex.conj_re] at h1
      linarith
    have hi : Complex.I * (z.im : ℂ) = z := by
      apply Complex.ext <;> simp [hre]
    refine ⟨z.im, Matrix.ext fun i k => ?_⟩
    rw [hi, he i k, ← hzz, Matrix.smul_apply, smul_eq_mul]
  · rintro ⟨c, rfl⟩ r
    have hstar : star (Complex.I * (c : ℂ)) = -(Complex.I * (c : ℂ)) := by simp
    have h0 : interference A ((Complex.I * (c : ℂ)) • A) r = 0 := by
      simp only [interference, conjTranspose_smul, hstar, Matrix.smul_mul,
        Matrix.mul_smul, Matrix.add_mul, Matrix.mul_add]
      module
    rw [dissipator_add, h0, add_zero]

/-- For linearly independent traceless jump matrices, merging the two channels into one jump
changes the dissipator on some matrix. -/
theorem merging_changes_dynamics {A B : Matrix n n ℂ} (hli : LinearIndependent ℂ ![A, B])
    (hA : A.trace = 0) (hB : B.trace = 0) :
    ∃ r, dissipator (A + B) r ≠ dissipator A r + dissipator B r := by
  by_contra hc
  push Not at hc
  have hA0 : A ≠ 0 := by simpa using hli.ne_zero 0
  obtain ⟨c, h⟩ := (dissipator_additive_iff hA0 hA hB).1 hc
  have h1 := LinearIndependent.pair_iff.1 hli (Complex.I * (c : ℂ)) (-1)
    (by rw [h]; module)
  exact absurd h1.2 (by norm_num)

/-- Levels 1 and 2 decay to level 0. With level 1 occupied, the merged jump produces
coherence between levels 1 and 2 at rate `-1/2`, and the separate jumps produce none. -/
theorem merged_decay_creates_coherence :
    dissipator (Matrix.single 0 1 1 + Matrix.single 0 2 1 : Matrix (Fin 3) (Fin 3) ℂ)
        (Matrix.single 1 1 1) 1 2 = -(1 / 2)
      ∧ (dissipator (Matrix.single 0 1 1 : Matrix (Fin 3) (Fin 3) ℂ) (Matrix.single 1 1 1)
        + dissipator (Matrix.single 0 2 1 : Matrix (Fin 3) (Fin 3) ℂ) (Matrix.single 1 1 1)
          : Matrix (Fin 3) (Fin 3) ℂ) 1 2 = 0 := by
  constructor <;>
    simp [dissipator, Matrix.mul_apply, Matrix.single_apply]

/-- The Pauli matrix `σ_z`. -/
def pauliZ : Matrix (Fin 2) (Fin 2) ℂ := !![1, 0; 0, -1]

/-- The jumps `σ_z` and `1` merge additively although `1` is not of the form `i c σ_z` with
real `c`, so the condition that `B` be traceless cannot be dropped. -/
theorem traceless_needed :
    (∀ r, dissipator (pauliZ + 1) r = dissipator pauliZ r + dissipator 1 r)
      ∧ ∀ c : ℝ, (1 : Matrix (Fin 2) (Fin 2) ℂ) ≠ (Complex.I * (c : ℂ)) • pauliZ := by
  constructor
  · intro r
    have hH : pauliZᴴ = pauliZ := by
      ext i j
      fin_cases i <;> fin_cases j <;> simp [pauliZ]
    have h0 : interference pauliZ 1 r = 0 := by
      simp only [interference, conjTranspose_one, hH, Matrix.one_mul, Matrix.mul_one,
        Matrix.add_mul, Matrix.mul_add]
      module
    rw [dissipator_add, h0, add_zero]
  · intro c h
    have h1 := congrArg Complex.re (congrFun (congrFun h 0) 0)
    simp [pauliZ] at h1

end

end LindbladMerging
```

```lean
#print axioms LindbladMerging.dissipator_parallelogram
-- 'LindbladMerging.dissipator_parallelogram' depends on axioms: [propext, Classical.choice, Quot.sound]
#print axioms LindbladMerging.merging_changes_dynamics
-- 'LindbladMerging.merging_changes_dynamics' depends on axioms: [propext, Classical.choice, Quot.sound]
#print axioms LindbladMerging.merged_decay_creates_coherence
-- 'LindbladMerging.merged_decay_creates_coherence' depends on axioms: [propext, Classical.choice, Quot.sound]
#print axioms LindbladMerging.traceless_needed
-- 'LindbladMerging.traceless_needed' depends on axioms: [propext, Classical.choice, Quot.sound]
```

**Reading the definitions and theorems.** The levels are labelled by a finite type `n`, and $N$ is `Fintype.card n`. A jump or a state is a `Matrix n n ℂ`, and `ᴴ` is the conjugate transpose $\dagger$. `dissipator L r` is $D[L]r$, and `interference A B r` is the bracket above.

The main theorem, `dissipator_additive_iff`, assumes `A ≠ 0` and the two trace conditions. `B` may be zero, which is the case $c=0$. The quantifier `∀ r` runs over all matrices, not only density matrices. This makes no difference to the criterion, since density matrices span the matrix space and both sides are linear in $r$, though that reduction is an argument added here and not a theorem of the file.

Four other theorems accompany it:

- `merging_changes_dynamics` says that for linearly independent traceless jumps, some `r` distinguishes the merged dissipator from the sum.
- `dissipator_parallelogram` says that $D[A+B]+D[A-B]=2(D[A]+D[B])$. The normalised pair $(A\pm B)/\sqrt2$ therefore gives the same total dissipator as the pair $A$, $B$.
- `merged_decay_creates_coherence` and `traceless_needed` are the three-level example and the $\sigma_z$ counter-example.

The comparison is between dissipators of two jumps on a finite-dimensional space, with any Hamiltonian part left the same. The Lindblad form itself is taken as given and not derived from a system coupled to a bath. For a finite-level Markovian master-equation simulation, the result says that entering two traceless jump operators separately and entering their sum as one jump give different dissipators, unless the two have the relative factor $ic$ (or one of them is zero). It does not extend pair by pair to longer lists: for traceless $A\neq0$, the three jumps $A$, $A$, $-\tfrac12A$ merge additively, since $(1+1-\tfrac12)^2=1+1+\tfrac14$.

**How the Lean proof is organised.** `dissipator_add` is the expansion: `simp only` distributes the products, and `module` compares the resulting linear combinations. `mul_single_mul_apply` is the rule for a matrix unit between two matrices.

`anticommutator_part_eq_zero` contains the trace argument. It is stated for any `K` that satisfies the identity, not just for $A^\dagger B+B^\dagger A$. Inside it, `he` is the entrywise equation, `hs` is its sum over $j$, and `hT` is $\operatorname{tr}K=0$. The existence of an index `i` supplies $N\neq0$, which permits the division by $N$.

In the forward direction of `dissipator_additive_iff`, `hint` says that the interference vanishes, `hK` applies the trace lemma, and `hx` is the remaining identity. The number `z` comes from a nonzero entry of `A`. Then `he` gives $B_{ik}=-\bar zA_{ik}$, `hzz` gives $z=-\bar z$, and `hre` concludes that the real part is zero. The witness for $c$ is `z.im`. The reverse direction substitutes $B=icA$ and lets `module` cancel the terms.

For `merging_changes_dynamics`, suppose the dissipators agreed for every `r`. The main theorem would give $icA-B=0$, a linear relation in which $B$ has coefficient $-1$, contradicting independence. The three-level entries are evaluated by `simp`. In `traceless_needed`, the interference is shown to vanish, and the real part of entry $(0,0)$ rules out $1=ic\,\sigma_z$: it would be 1 on the left and 0 on the right.
